# Adding a site to a real symmetric tridiagonal matrix with nonzero couplings strictly lowers its smallest eigenvalue

Take two sites, with diagonal entries $a_0, a_1$ and coupling $b_0 \neq 0$. The first site alone has energy $a_0$, and so does the trial vector $(1,0)$ in the two-site problem. But

$$\begin{pmatrix} a_0 & b_0\\ b_0 & a_1\end{pmatrix}\begin{pmatrix}1\\0\end{pmatrix}=\begin{pmatrix}a_0\\b_0\end{pmatrix},$$

so $(1,0)$ is not an eigenvector. A trial vector at the minimum energy would have to be one, so the minimum lies below $a_0$. The parts below carry this argument to any size.

## Matrices, energies and padding

```lean
import Mathlib

open Matrix

namespace LanczosGroundEnergy

noncomputable section
```

Let $T_n$ be the $n\times n$ matrix with diagonal $a_0,\dots,a_{n-1}$ and with $b_k$ coupling sites $k$ and $k+1$. Indices start at zero.

```lean
/-- The real symmetric tridiagonal `n` by `n` matrix with diagonal entries `a k` and
off-diagonal entries `b k` coupling the sites `k` and `k + 1`. -/
def lanczosMatrix (a b : ℕ → ℝ) (n : ℕ) : Matrix (Fin n) (Fin n) ℝ :=
  Matrix.of fun i j =>
    if (i : ℕ) = j then a i else if (i : ℕ) + 1 = j then b i
    else if (j : ℕ) + 1 = i then b j else 0
```

In a Lanczos run, $b_k$ is the norm of the residual left after orthogonalisation, and $b_k\neq0$ means that the Krylov space still grows. Here `a` and `b` are arbitrary real sequences: the Hamiltonian and the recursion that would produce them do not enter, and neither does rounding.

Let $\sigma(A)$ be the set of real $\mu$ with $Av=\mu v$ for some $v\neq0$.

```lean
/-- The set of real eigenvalues of a matrix. -/
def energies {n : ℕ} (A : Matrix (Fin n) (Fin n) ℝ) : Set ℝ :=
  {μ | ∃ v : Fin n → ℝ, v ≠ 0 ∧ A *ᵥ v = μ • v}
```

The ground energy is $E_0(A)=\inf\sigma(A)$. Write $\varepsilon_n=E_0(T_n)$.

```lean
/-- The ground energy: the infimum of the real eigenvalues. -/
def groundEnergy {n : ℕ} (A : Matrix (Fin n) (Fin n) ℝ) : ℝ := sInf (energies A)
```

Finally, $Pv$ is $v$ with a zero appended, and $Rx$ is $x$ without its last component.

```lean
/-- The vector `v` with a zero appended as its last component. -/
def pad {n : ℕ} (v : Fin n → ℝ) : Fin (n + 1) → ℝ :=
  Fin.snoc (α := fun _ => ℝ) v 0
```

## (a) The old components

Show that for $v\in\mathbb R^n$ and $i<n$,
$$(Pv)_i=v_i.$$

Appending a component leaves the earlier ones alone. In Lean, `i.castSucc` is the index $i$ read in the longer range.

```lean
private lemma pad_castSucc {n : ℕ} (v : Fin n → ℝ) (i : Fin n) :
    pad v i.castSucc = v i := by
  simp [pad]
```

## (b) The new component

Show that
$$(Pv)_n=0.$$

This is the appended zero; `Fin.last n` is the index $n$.

```lean
private lemma pad_last {n : ℕ} (v : Fin n → ℝ) : pad v (Fin.last n) = 0 := by
  simp [pad]
```

## (c) Truncating and padding again

Let $x\in\mathbb R^{n+1}$ have $x_n=0$. Show that
$$P(Rx)=x.$$

The first $n$ components agree by (a), the last by (b).

```lean
private lemma pad_restrict {n : ℕ} (x : Fin (n + 1) → ℝ) (hx : x (Fin.last n) = 0) :
    pad (fun i : Fin n => x i.castSucc) = x := by
  ext i
  induction i using Fin.lastCases with
  | last => rw [pad_last, hx]
  | cast j => rw [pad_castSucc]
```

## (d) Overlap with a padded vector

Show that
$$Pv\cdot y=v\cdot Ry.$$

Split off the last term of the sum; it is $0\cdot y_n$.

```lean
private lemma pad_dotProduct {n : ℕ} (v : Fin n → ℝ) (y : Fin (n + 1) → ℝ) :
    pad v ⬝ᵥ y = v ⬝ᵥ fun i => y i.castSucc := by
  unfold dotProduct
  rw [Fin.sum_univ_castSucc]
  simp only [pad_castSucc, pad_last, zero_mul, add_zero]
```

## (e) The upper rows

Show that for $i<n$,
$$(T_{n+1}Pv)_i=(T_nv)_i.$$

The last column multiplies zero, and the remaining entries are those of $T_n$.

```lean
private lemma mulVec_pad (a b : ℕ → ℝ) {n : ℕ} (v : Fin n → ℝ) (i : Fin n) :
    (lanczosMatrix a b (n + 1) *ᵥ pad v) i.castSucc = (lanczosMatrix a b n *ᵥ v) i := by
  unfold Matrix.mulVec dotProduct
  rw [Fin.sum_univ_castSucc]
  simp only [pad_castSucc, pad_last, mul_zero, add_zero]
  rfl
```

## (f) The last row

Show that
$$(T_{m+2}x)_{m+1}=b_m x_m+a_{m+1}x_{m+1}.$$

The last site couples only to its neighbour and itself. The facts `h0`, `h1` and `h2` evaluate the three kinds of entry in this row.

```lean
private lemma mulVec_last (a b : ℕ → ℝ) (m : ℕ) (x : Fin (m + 2) → ℝ) :
    (lanczosMatrix a b (m + 2) *ᵥ x) (Fin.last (m + 1)) =
      b m * x (Fin.last m).castSucc + a (m + 1) * x (Fin.last (m + 1)) := by
  have h0 : ∀ j : Fin m,
      lanczosMatrix a b (m + 2) (Fin.last (m + 1)) j.castSucc.castSucc = 0 := by
    intro j
    have hj := j.isLt
    change (if m + 1 = (j : ℕ) then a (m + 1) else if m + 1 + 1 = (j : ℕ) then b (m + 1)
      else if (j : ℕ) + 1 = m + 1 then b j else 0) = 0
    rw [if_neg (by omega), if_neg (by omega), if_neg (by omega)]
  have h1 : lanczosMatrix a b (m + 2) (Fin.last (m + 1)) (Fin.last m).castSucc = b m := by
    change (if m + 1 = m then a (m + 1) else if m + 1 + 1 = m then b (m + 1)
      else if m + 1 = m + 1 then b m else 0) = b m
    rw [if_neg (by omega), if_neg (by omega), if_pos rfl]
  have h2 : lanczosMatrix a b (m + 2) (Fin.last (m + 1)) (Fin.last (m + 1)) = a (m + 1) := by
    simp [lanczosMatrix]
  unfold Matrix.mulVec dotProduct
  rw [Fin.sum_univ_castSucc, Fin.sum_univ_castSucc]
  simp only [h0, h1, h2, zero_mul, Finset.sum_const_zero, zero_add]
```

## (g) The leading block

Show that deleting the last row and column gives
$$(T_{n+1})_{ij}=(T_n)_{ij},\qquad i,j<n.$$

The entry formula does not depend on the size, so both sides agree by definition.

```lean
/-- The matrix of one Lanczos step is the leading block of the matrix of the next step. -/
theorem leading_block (a b : ℕ → ℝ) (n : ℕ) :
    (lanczosMatrix a b (n + 1)).submatrix Fin.castSucc Fin.castSucc = lanczosMatrix a b n :=
  rfl
```

## (h) Symmetry

Show that
$$T_n^{\mathsf T}=T_n.$$

Exchanging $i$ and $j$ exchanges the two off-diagonal cases, which carry the same $b_k$. Over the reals, `IsHermitian` means symmetric.

```lean
/-- The Lanczos matrix is symmetric. -/
theorem lanczosMatrix_isHermitian (a b : ℕ → ℝ) (n : ℕ) :
    (lanczosMatrix a b n).IsHermitian := by
  refine Matrix.IsHermitian.ext fun i j => ?_
  simp only [lanczosMatrix, Matrix.of_apply, star_trivial]
  by_cases h : (i : ℕ) = j
  · have hij : i = j := Fin.ext h
    subst hij
    rfl
  · rw [if_neg (Ne.symm h), if_neg h]
    split_ifs <;> first | rfl | omega
```

## (i) The spectral theorem supplies eigenvalues

Let $A$ be real symmetric, with $\lambda_i$ the eigenvalues given by the spectral theorem. Show that
$$\lambda_i\in\sigma(A).$$

The corresponding vector of the orthonormal eigenbasis is nonzero and satisfies the eigenvalue equation.

```lean
private lemma eigenvalues_mem {n : ℕ} {A : Matrix (Fin n) (Fin n) ℝ} (hA : A.IsHermitian)
    (i : Fin n) : hA.eigenvalues i ∈ energies A := by
  refine ⟨(hA.eigenvectorBasis i).ofLp, fun h => ?_, hA.mulVec_eigenvectorBasis i⟩
  apply hA.eigenvectorBasis.orthonormal.ne_zero i
  ext k
  exact congrFun h k
```

## (j) The infimum is attained

For real symmetric $A$ of positive size, show that
$$E_0(A)=\min\sigma(A).$$

Every eigenvalue is a root of the characteristic polynomial, so $\sigma(A)$ is finite (`hfin`). By (i) it is nonempty (`hne`). A finite nonempty set contains its infimum.

```lean
/-- For a real symmetric matrix of positive size the ground energy is the smallest
eigenvalue. -/
theorem groundEnergy_isLeast {n : ℕ} {A : Matrix (Fin (n + 1)) (Fin (n + 1)) ℝ}
    (hA : A.IsHermitian) : IsLeast (energies A) (groundEnergy A) := by
  -- eigenvalues are roots of the characteristic polynomial, hence finite in number
  have hfin : (energies A).Finite := by
    refine (Polynomial.finite_setOfPred_isRoot A.charpoly_monic.ne_zero).subset ?_
    rintro μ ⟨v, hv, h⟩
    change A.charpoly.eval μ = 0
    rw [Matrix.eval_charpoly]
    refine Matrix.exists_mulVec_eq_zero_iff.mp ⟨v, hv, ?_⟩
    rw [Matrix.sub_mulVec, h]
    ext i
    simp [Matrix.scalar_apply]
  have hne : (energies A).Nonempty := ⟨_, eigenvalues_mem hA 0⟩
  exact ⟨hne.csInf_mem hfin, fun μ hμ => csInf_le hfin.bddBelow hμ⟩
```

## (k) Shifting the spectrum

For the same $A$, show that
$$B=A-E_0(A)\,I\succeq0.$$

If $Bv=\lambda v$ with $v\neq0$, then $Av=(E_0(A)+\lambda)v$. By (j), $E_0(A)\le E_0(A)+\lambda$, so $\lambda\ge0$. A symmetric matrix with nonnegative eigenvalues is positive semidefinite.

```lean
private lemma shifted_posSemidef {n : ℕ} {A : Matrix (Fin (n + 1)) (Fin (n + 1)) ℝ}
    (hA : A.IsHermitian) :
    (A - groundEnergy A • (1 : Matrix (Fin (n + 1)) (Fin (n + 1)) ℝ)).PosSemidef := by
  have hB : (A - groundEnergy A • (1 : Matrix (Fin (n + 1)) (Fin (n + 1)) ℝ)).IsHermitian :=
    hA.sub (by simp [Matrix.IsHermitian])
  rw [hB.posSemidef_iff_eigenvalues_nonneg]
  intro i
  obtain ⟨v, hv, h⟩ := eigenvalues_mem hB i
  rw [Matrix.sub_mulVec, Matrix.smul_mulVec, Matrix.one_mulVec] at h
  have hle : groundEnergy A ≤ groundEnergy A + hB.eigenvalues i :=
    (groundEnergy_isLeast hA).2 ⟨v, hv, by linear_combination (norm := module) h⟩
  change (0 : ℝ) ≤ hB.eigenvalues i
  linarith
```

## (l) The variational bound

Show that
$$E_0(A)\,(x\cdot x)\le x\cdot Ax.$$

Expand $x\cdot Bx\ge0$. For $x\neq0$, division by $x\cdot x$ gives the usual bound on the normalised energy.

```lean
/-- Variational principle: for a real symmetric matrix `A` of positive size, `x ⬝ᵥ A *ᵥ x` is at
least the ground energy times `x ⬝ᵥ x`. -/
theorem groundEnergy_le {n : ℕ} {A : Matrix (Fin (n + 1)) (Fin (n + 1)) ℝ}
    (hA : A.IsHermitian) (x : Fin (n + 1) → ℝ) :
    groundEnergy A * (x ⬝ᵥ x) ≤ x ⬝ᵥ A *ᵥ x := by
  have h := (shifted_posSemidef hA).dotProduct_mulVec_nonneg x
  rw [star_trivial, Matrix.sub_mulVec, Matrix.smul_mulVec, Matrix.one_mulVec,
    dotProduct_sub, dotProduct_smul, smul_eq_mul] at h
  linarith
```

## (m) Attaining the bound

Suppose that equality holds in (l). Show that
$$Ax=E_0(A)\,x.$$

Now $x\cdot Bx=0$. With $x=\sum_i c_iu_i$ in an orthonormal eigenbasis of $B$, this reads $\sum_i\lambda_ic_i^2=0$ with all $\lambda_i\ge0$. Every $\lambda_ic_i$ therefore vanishes, and $Bx=0$. Lean takes this step from `dotProduct_mulVec_zero_iff`.

```lean
/-- For a real symmetric matrix, a trial vector that attains the variational bound solves the
eigenvalue equation at the ground energy. -/
theorem eigen_of_attains {n : ℕ} {A : Matrix (Fin (n + 1)) (Fin (n + 1)) ℝ}
    (hA : A.IsHermitian) (x : Fin (n + 1) → ℝ)
    (hx : x ⬝ᵥ A *ᵥ x = groundEnergy A * (x ⬝ᵥ x)) : A *ᵥ x = groundEnergy A • x := by
  have h := ((shifted_posSemidef hA).dotProduct_mulVec_zero_iff x).mp (by
    rw [star_trivial, Matrix.sub_mulVec, Matrix.smul_mulVec, Matrix.one_mulVec,
      dotProduct_sub, dotProduct_smul, smul_eq_mul, hx, sub_self])
  rw [Matrix.sub_mulVec, Matrix.smul_mulVec, Matrix.one_mulVec] at h
  exact sub_eq_zero.mp h
```

## (n) No eigenvector ends in a zero

Let $b_0,\dots,b_{n-1}$ be nonzero, $v\in\mathbb R^n$ and $E$ any real number. Show that
$$T_{n+1}Pv=E\,Pv\quad\Longrightarrow\quad v=0.$$

Use induction on $n$. For $n=0$ there are no components. For the step, let $v$ have $n+1$ components. By (f), the last row of $T_{n+2}Pv=E\,Pv$ is $b_nv_n=0$, so $v_n=0$ (`hv`). By (e), the other rows say $T_{n+1}v=Ev$ (`hr`), and $v=P(Rv)$ by (c). The induction hypothesis gives $Rv=0$, hence $v=0$.

```lean
/-- If the couplings `b j` with `j < n` are nonzero and `v`, with a zero appended, solves the
eigenvalue equation of the tridiagonal matrix of size `n + 1`, then `v` is zero. -/
theorem padded_eigenvector_eq_zero (a b : ℕ → ℝ) (E : ℝ) (n : ℕ) (v : Fin n → ℝ)
    (hb : ∀ j < n, b j ≠ 0)
    (h : lanczosMatrix a b (n + 1) *ᵥ pad v = E • pad v) : v = 0 := by
  induction n with
  | zero => exact Subsingleton.elim _ _
  | succ n ih =>
    -- the last row forces the last component of `v` to vanish
    have hl := congrFun h (Fin.last (n + 1))
    rw [mulVec_last] at hl
    simp only [Pi.smul_apply, pad_castSucc, pad_last, smul_eq_mul, mul_zero, add_zero] at hl
    have hv := (mul_eq_zero.mp hl).resolve_left (hb n (by omega))
    -- the other rows are the same problem, one size smaller
    have hr : lanczosMatrix a b (n + 1) *ᵥ v = E • v := by
      ext i
      have hi := congrFun h i.castSucc
      rw [mulVec_pad, Pi.smul_apply, pad_castSucc] at hi
      exact hi
    have h0 := ih (fun i => v i.castSucc) (fun j hj => hb j (by omega))
      (by rw [pad_restrict v hv]; exact hr)
    ext i
    induction i using Fin.lastCases with
    | last => exact hv
    | cast j => exact congrFun h0 j
```

## (o) One step

Let $b_0,\dots,b_m$ be nonzero, $m\ge0$. Show that
$$\varepsilon_{m+2}<\varepsilon_{m+1}.$$

Take $v\neq0$ with $T_{m+1}v=\varepsilon_{m+1}v$. By (d) and (e),
$$Pv\cdot Pv=v\cdot v,\qquad Pv\cdot T_{m+2}Pv=\varepsilon_{m+1}(v\cdot v),$$
so the normalised energy of $Pv$ is still $\varepsilon_{m+1}$. Suppose $\varepsilon_{m+1}\le\varepsilon_{m+2}$. Then $Pv$ lies at or below the bound (l), hence on it. By (m) it is an eigenvector, and by (n) $v=0$, a contradiction.

For Lanczos diagonalisation of a finite Hamiltonian without rounding, the ground-energy estimate thus improves at every step until a coupling vanishes. The theorem gives no size for the improvement.

```lean
/-- If the couplings `b 0, ..., b m` are nonzero, the smallest eigenvalue of the tridiagonal matrix
of size `m + 2` lies strictly below that of its leading block of size `m + 1`. -/
theorem groundEnergy_step_lt (a b : ℕ → ℝ) (m : ℕ) (hb : ∀ j < m + 1, b j ≠ 0) :
    groundEnergy (lanczosMatrix a b (m + 2)) < groundEnergy (lanczosMatrix a b (m + 1)) := by
  obtain ⟨v, hv, hE⟩ := (groundEnergy_isLeast (lanczosMatrix_isHermitian a b (m + 1))).1
  have hT := lanczosMatrix_isHermitian a b (m + 2)
  by_contra hcon
  have hle := not_lt.mp hcon
  -- padding changes neither the norm nor the energy of the trial vector
  have hnorm : pad v ⬝ᵥ pad v = v ⬝ᵥ v := by
    rw [pad_dotProduct]
    simp only [pad_castSucc]
  have henergy : pad v ⬝ᵥ lanczosMatrix a b (m + 2) *ᵥ pad v =
      groundEnergy (lanczosMatrix a b (m + 1)) * (v ⬝ᵥ v) := by
    rw [pad_dotProduct]
    simp only [mulVec_pad]
    rw [hE]
    change v ⬝ᵥ (groundEnergy (lanczosMatrix a b (m + 1)) • v) = _
    rw [dotProduct_smul, smul_eq_mul]
  have hpos : 0 ≤ v ⬝ᵥ v := Finset.sum_nonneg fun i _ => mul_self_nonneg (v i)
  -- so the padded vector would attain the variational bound
  refine hv (padded_eigenvector_eq_zero a b _ (m + 1) v hb
    (eigen_of_attains hT (pad v) (le_antisymm ?_ (groundEnergy_le hT (pad v)))))
  rw [henergy, hnorm]
  exact mul_le_mul_of_nonneg_right hle hpos
```

## (p) Any two steps

Let $k<n$ and let $b_0,\dots,b_{n-1}$ be nonzero. Show that
$$\varepsilon_{n+1}<\varepsilon_{k+1}.$$

Chain the inequalities from (o), by induction on $n$.

```lean
/-- As long as the couplings are nonzero, a later Lanczos step has a strictly lower ground
energy than any earlier one. -/
theorem groundEnergy_lt_of_lt (a b : ℕ → ℝ) (k n : ℕ) (hkn : k < n)
    (hb : ∀ j < n, b j ≠ 0) :
    groundEnergy (lanczosMatrix a b (n + 1)) < groundEnergy (lanczosMatrix a b (k + 1)) := by
  induction n with
  | zero => omega
  | succ n ih =>
    have hstep := groundEnergy_step_lt a b n hb
    obtain h | h : k < n ∨ k = n := by omega
    · exact hstep.trans (ih h fun j hj => hb j (by omega))
    · subst h
      exact hstep
```

## (q) A vanishing coupling

Let $b_m=0$ and $\varepsilon_{m+1}\le a_{m+1}$. Show that
$$\varepsilon_{m+2}=\varepsilon_{m+1}.$$

The padded ground vector of $T_{m+1}$ is now an eigenvector of $T_{m+2}$, so $\varepsilon_{m+2}\le\varepsilon_{m+1}$. Conversely, let $T_{m+2}x=\varepsilon_{m+2}x$ with $x\neq0$. If $x_{m+1}=0$, then $Rx$ is an eigenvector of $T_{m+1}$ and $\varepsilon_{m+1}\le\varepsilon_{m+2}$. If $x_{m+1}\neq0$, the last row gives $\varepsilon_{m+2}=a_{m+1}\ge\varepsilon_{m+1}$.

```lean
/-- If the new coupling vanishes and the new diagonal entry is not below the current ground energy,
adding the site leaves the ground energy unchanged. -/
theorem groundEnergy_eq_of_breakdown (a b : ℕ → ℝ) (m : ℕ) (hb : b m = 0)
    (ha : groundEnergy (lanczosMatrix a b (m + 1)) ≤ a (m + 1)) :
    groundEnergy (lanczosMatrix a b (m + 2)) = groundEnergy (lanczosMatrix a b (m + 1)) := by
  have hS := groundEnergy_isLeast (lanczosMatrix_isHermitian a b (m + 1))
  have hT := groundEnergy_isLeast (lanczosMatrix_isHermitian a b (m + 2))
  apply le_antisymm
  · -- the padded ground vector is still an eigenvector
    obtain ⟨v, hv, hE⟩ := hS.1
    refine hT.2 ⟨pad v, fun h => hv ?_, ?_⟩
    · ext i
      rw [← pad_castSucc v i, h]
      rfl
    · ext i
      induction i using Fin.lastCases with
      | last => rw [mulVec_last, Pi.smul_apply, pad_last, hb, zero_mul, mul_zero, smul_zero,
          add_zero]
      | cast j => rw [mulVec_pad, hE, Pi.smul_apply, Pi.smul_apply, pad_castSucc]
  · obtain ⟨x, hx, hE⟩ := hT.1
    by_cases hl : x (Fin.last (m + 1)) = 0
    · -- the eigenvector has no weight on the decoupled site
      have hp := pad_restrict x hl
      refine hS.2 ⟨fun i => x i.castSucc, fun h => hx ?_, ?_⟩
      · ext i
        induction i using Fin.lastCases with
        | last => exact hl
        | cast j => exact congrFun h j
      · ext i
        rw [← mulVec_pad, hp, hE]
        rfl
    · -- the eigenvector has weight on the decoupled site
      have hrow := congrFun hE (Fin.last (m + 1))
      rw [mulVec_last, hb, zero_mul, zero_add, Pi.smul_apply, smul_eq_mul] at hrow
      rw [← mul_right_cancel₀ hl hrow]
      exact ha

end

end LanczosGroundEnergy
```

## Three sites in numbers

Set $a_k=0$ and $b_k=1$. The characteristic polynomials of $T_1,T_2,T_3$ are $\lambda$, $\lambda^2-1$ and $\lambda^3-2\lambda$, so
$$\varepsilon_1=0,\qquad\varepsilon_2=-1,\qquad\varepsilon_3=-\sqrt2.$$

The padded ground vector of $T_2$ is $(1,-1,0)/\sqrt2$. $T_3$ sends it to $(-1,1,-1)/\sqrt2$, whose last component shows that it is not an eigenvector.

Now set $b_1=0$. The eigenvalues of $T_3$ are $\pm1$ and $a_2$. With $a_2=0$ the ground energy stays at $-1$; with $a_2=-3$ it drops to $-3$, which the condition on $a_{m+1}$ in (q) excludes.

```lean
#print axioms LanczosGroundEnergy.leading_block
#print axioms LanczosGroundEnergy.groundEnergy_step_lt
#print axioms LanczosGroundEnergy.groundEnergy_lt_of_lt
#print axioms LanczosGroundEnergy.groundEnergy_eq_of_breakdown
```

```
'LanczosGroundEnergy.leading_block' depends on axioms: [propext, Classical.choice, Quot.sound]
'LanczosGroundEnergy.groundEnergy_step_lt' depends on axioms: [propext, Classical.choice, Quot.sound]
'LanczosGroundEnergy.groundEnergy_lt_of_lt' depends on axioms: [propext, Classical.choice, Quot.sound]
'LanczosGroundEnergy.groundEnergy_eq_of_breakdown' depends on axioms: [propext, Classical.choice, Quot.sound]
```
